# A real two-state Jacobian block with a double eigenvalue is defective unless it is a multiple of the identity

**Q:** In an equation-of-motion coupled-cluster calculation I compute right and left eigenvectors of the Jacobian, then scale each pair so that their product is one before I evaluate transition strengths. Near a crossing of two states this scaling can blow up. What does a theorem about $2\times2$ matrices tell me about that?

**A:** It tells you when two coupled states still have a full set of eigenvectors. Take the block and its discriminant

$$J=\begin{pmatrix}a&b\\c&d\end{pmatrix},\qquad \Delta=(a-d)^2+4bc .$$

The couplings $b$ and $c$ may differ because the similarity-transformed Hamiltonian is not Hermitian. An excitation energy $\omega$ satisfies $(a-\omega)(d-\omega)-bc=0$. Multiplying by 4 and completing the square gives

$$(2\omega-a-d)^2=\Delta .$$

**Q:** So a negative $\Delta$ means complex energies?

**A:** For real entries, yes. Put $\omega=x+iy$. The imaginary part of the equation is $4y(2x-a-d)=0$, and the real part is $(2x-a-d)^2-4y^2=\Delta$. If $y\neq0$, the first forces $2x=a+d$, so $\Delta=-4y^2<0$. Conversely, if $\Delta<0$, then $\omega=\tfrac12(a+d)+\tfrac i2\sqrt{-\Delta}$ is a solution. The spectrum is therefore real exactly when $\Delta\ge0$.

With $x$ now a free variable instead of the real part of $\omega$, the secular determinant is $(x-a)(x-d)-bc=\bigl(x-\tfrac{a+d}{2}\bigr)^2-\tfrac{\Delta}{4}$, which is a perfect square $(x-\omega)^2$ exactly when $\Delta=0$.

**Q:** A double root alone doesn't cost me an eigenvector. Hermitian degeneracies are harmless.

**A:** Suppose $\Delta=0$ and $JP=PD$ with $P$ invertible and $D=\mathrm{diag}(w_0,w_1)$. The columns of $P$ are eigenvectors, so $w_0=w_1=\tfrac12(a+d)$. Then $D=w_0\mathbb 1$ and $JP=w_0P$. Cancelling $P$ gives $J=w_0\mathbb 1$, that is, $b=c=0$ and $a=d$. Such a block is already diagonal, so the converse is immediate. Every other block with $\Delta=0$ is defective: it has no full set of eigenvectors, real or complex.

**Q:** And away from the crossing?

**A:** For $\Delta>0$ let $s=\sqrt\Delta$ and $\omega_\pm=\tfrac12(a+d\pm s)$. If $b\neq0$, use the vectors $\bigl(b,\tfrac12(d-a\pm s)\bigr)$. The first row of $J$ gives $ab+\tfrac b2(d-a\pm s)=b\,\omega_\pm$. The second row requires

$$bc=\tfrac12(d-a\pm s)(\omega_\pm-d)=\tfrac14\bigl(s^2-(a-d)^2\bigr),$$

which is the definition of $\Delta$. The two vectors have determinant $-bs\neq0$. If $b=0$ but $c\neq0$, the vectors $\bigl(\tfrac12(a-d\pm s),c\bigr)$ work in the same way, with determinant $cs$. If both couplings vanish, $J$ is diagonal. For $\Delta<0$ no real diagonalization exists, since it would supply a real eigenvalue.

**Q:** Give me numbers.

**A:** Let $a=3$, $d=1$, $b=1$ and vary $c$.

- At $c=-\tfrac34$, $\Delta=1$. The energies are $\tfrac52$ and $\tfrac32$, with normalised eigenvectors $(2,-1)/\sqrt5$ and $(2,-3)/\sqrt{13}$.
- At $c=-1$, $\Delta=0$. The only energy is $2$, and the only right eigenvector, up to a factor, is $(1,-1)/\sqrt2$. The left one is $(1,1)/\sqrt2$. Their product is zero, so your scaling step has nothing to divide by.
- At $c=-\tfrac54$, $\Delta=-1$ and the energies are $2\pm\tfrac i2$.

**Q:** Now the formal version. Does it describe the same objects?

**A:** The entries live in a field `K`, which can be the real or the complex numbers. `jacobian` is the block and `disc` is $\Delta$.

In Lean 4 with Mathlib:

```lean
import Mathlib

open Matrix

namespace CoupledClusterCrossing

variable {K : Type*} [Field K]

/-- The two-state Jacobian block with diagonal entries `a`, `d` and couplings `b`, `c`. -/
def jacobian (a b c d : K) : Matrix (Fin 2) (Fin 2) K := !![a, b; c, d]

/-- The discriminant `(a - d)² + 4bc` of the two-state block. -/
def disc (a b c d : K) : K := (a - d) ^ 2 + 4 * b * c
```

**Q:** What prevents a zero vector from counting as an excited state?

**A:** The condition `v ≠ 0` in `IsEigenvalue`. Likewise, `IsDiagonalizable` demands `P.det ≠ 0`. Both definitions take their vectors and matrices over `K`, so the choice of field says whether complex amplitudes are allowed. Normalisation is not imposed, and rescaling the columns of $P$ does not affect diagonalizability.

```lean
/-- `ω` is an excitation energy of `M`: some nonzero amplitude vector `v` has `M v = ω v`. -/
def IsEigenvalue (M : Matrix (Fin 2) (Fin 2) K) (ω : K) : Prop :=
  ∃ v : Fin 2 → K, v ≠ 0 ∧ M *ᵥ v = ω • v

/-- `M` is diagonalizable: an invertible matrix `P` and a diagonal matrix `D` satisfy
`M P = P D`. -/
def IsDiagonalizable (M : Matrix (Fin 2) (Fin 2) K) : Prop :=
  ∃ (P : Matrix (Fin 2) (Fin 2) K) (w : Fin 2 → K), P.det ≠ 0 ∧ M * P = P * diagonal w
```

**Q:** Where does the quadratic equation come in?

**A:** In the next theorem. It rewrites $Jv=\omega v$ as $(J-\omega\mathbb 1)v=0$, and `Matrix.exists_mulVec_eq_zero_iff` turns the existence of a nonzero kernel vector into a vanishing determinant. The `linear_combination` calls then perform the multiplication or division by 4: the tactic checks that the goal follows from the stated multiple of a known equation by ring algebra. `CharZero K` makes division by 2 and 4 legitimate.

```lean
/-- The excitation energies are the solutions `ω` of `(2ω - (a + d))² = (a - d)² + 4bc`. -/
theorem isEigenvalue_iff [CharZero K] (a b c d ω : K) :
    IsEigenvalue (jacobian a b c d) ω ↔ (2 * ω - (a + d)) ^ 2 = disc a b c d := by
  have e : jacobian (a - ω) b c (d - ω) = jacobian a b c d - ω • 1 := by
    ext i j
    fin_cases i <;> fin_cases j <;> simp [jacobian]
  have h : ∀ v : Fin 2 → K, jacobian a b c d *ᵥ v = ω • v ↔
      jacobian (a - ω) b c (d - ω) *ᵥ v = 0 := by
    intro v
    rw [e, Matrix.sub_mulVec, Matrix.smul_mulVec, Matrix.one_mulVec, sub_eq_zero]
  unfold IsEigenvalue
  simp only [h]
  -- a nonzero kernel vector exists exactly when the secular determinant vanishes
  rw [Matrix.exists_mulVec_eq_zero_iff, jacobian, Matrix.det_fin_two_of, disc]
  constructor
  · intro h0
    linear_combination 4 * h0
  · intro h0
    linear_combination (1 / 4 : K) * h0
```

**Q:** A real matrix tested only with real numbers would have a real spectrum trivially. Is that what happens here?

**A:** No. The entries are real, but `real_spectrum_iff` embeds them in the complex numbers and quantifies over every `ω : ℂ`. One direction of the proof constructs the complex root when $\Delta<0$. The other takes real and imaginary parts, as we did.

```lean
/-- All complex eigenvalues of a real Jacobian block are real exactly when
`(a - d)² + 4bc ≥ 0`. -/
theorem real_spectrum_iff (a b c d : ℝ) :
    (∀ ω : ℂ, IsEigenvalue (jacobian (a : ℂ) b c d) ω → ω.im = 0) ↔ 0 ≤ disc a b c d := by
  have hc : disc (a : ℂ) b c d = ((disc a b c d : ℝ) : ℂ) := by simp [disc]
  simp only [isEigenvalue_iff, hc]
  constructor
  · intro h
    by_contra hneg
    have hlt : 0 < -disc a b c d := by linarith [not_le.1 hneg]
    obtain ⟨s, hs0, hs⟩ : ∃ s : ℝ, 0 < s ∧ s ^ 2 = -disc a b c d :=
      ⟨√(-disc a b c d), Real.sqrt_pos.2 hlt, Real.sq_sqrt hlt.le⟩
    have hs' : (s : ℂ) ^ 2 = -((disc a b c d : ℝ) : ℂ) := by exact_mod_cast hs
    -- a negative discriminant produces an eigenvalue with imaginary part s / 2
    have him : s / 2 = 0 := h ⟨(a + d) / 2, s / 2⟩ (by
      rw [Complex.mk_eq_add_mul_I]
      push_cast
      linear_combination (s : ℂ) ^ 2 * Complex.I_sq - hs')
    linarith
  · intro h ω hω
    have hre := congrArg Complex.re hω
    have him := congrArg Complex.im hω
    simp only [pow_two, Complex.mul_re, Complex.mul_im, Complex.sub_re, Complex.sub_im,
      Complex.add_re, Complex.add_im, Complex.ofReal_re, Complex.ofReal_im,
      Complex.re_ofNat, Complex.im_ofNat] at hre him
    by_contra hy
    have hy' : ω.im ≠ 0 := hy
    have hxy : ω.im * (2 * ω.re - (a + d)) = 0 := by linear_combination him / 4
    have hx := (mul_eq_zero.1 hxy).resolve_left hy
    have hpos : 0 < ω.im ^ 2 := by positivity
    have hd : disc a b c d = -4 * ω.im ^ 2 := by
      linear_combination (2 * ω.re - (a + d)) * hx - hre
    linarith
```

**Q:** And "double" means a double root, rather than two eigenvectors?

**A:** Yes, it is algebraic multiplicity. The theorem says that there is an $\omega$ for which the secular determinant equals $(x-\omega)^2$ for all $x$ exactly when $\Delta=0$. The forward proof evaluates this identity at $x=0$ and $x=1$, which gives $ad-bc=\omega^2$ and $a+d=2\omega$, hence $\Delta=0$. The reverse takes $\omega=(a+d)/2$.

```lean
/-- The secular determinant has a double root exactly when the discriminant vanishes. -/
theorem double_root_iff [CharZero K] (a b c d : K) :
    (∃ ω : K, ∀ x : K, (x • 1 - jacobian a b c d).det = (x - ω) ^ 2) ↔
      disc a b c d = 0 := by
  have hdet : ∀ x : K, (x • 1 - jacobian a b c d).det = (x - a) * (x - d) - b * c := by
    intro x
    rw [Matrix.det_fin_two]
    simp [jacobian]
  simp only [hdet, disc]
  constructor
  · rintro ⟨ω, h⟩
    have h0 := h 0
    have h1 := h 1
    have ht : a + d = 2 * ω := by linear_combination h0 - h1
    linear_combination (a + d + 2 * ω) * ht - 4 * h0
  · intro h
    refine ⟨(a + d) / 2, fun x => ?_⟩
    linear_combination (-1 / 4 : K) * h
```

**Q:** The crucial move was cancelling $P$. Matrices don't cancel in general.

**A:** First, a lemma confirms that each column of $P$ is a genuine eigenvector: a zero column would make the determinant vanish.

```lean
/-- Each diagonal entry of `D` in a diagonalization `M P = P D` is an excitation energy. -/
theorem isEigenvalue_of_diagonalization {M P : Matrix (Fin 2) (Fin 2) K} {w : Fin 2 → K}
    (hP : P.det ≠ 0) (h : M * P = P * diagonal w) (i : Fin 2) : IsEigenvalue M (w i) := by
  refine ⟨fun k => P k i, ?_, ?_⟩
  · intro h0
    exact hP (Matrix.det_eq_zero_of_column_eq_zero i (fun k => congrFun h0 k))
  · ext k
    have hk := congrFun (congrFun h k) i
    rw [Matrix.mul_diagonal] at hk
    change (M * P) k i = w i * P k i
    rw [hk, mul_comm]
```

The cancellation itself turns on `IsUnit.mul_right_cancel`, written `hu.mul_right_cancel` below. From $AP=BP$ it concludes $A=B$, provided that $P$ is a unit, meaning that it has a two-sided inverse. `Matrix.isUnit_iff_isUnit_det` supplies that condition from the determinant, since a nonzero element of a field is a unit. No inverse matrix has to be written down. Here $A=J$ and $B=w_0\mathbb 1$, and reading off the four entries of $J=w_0\mathbb 1$ finishes the argument.

```lean
/-- At a vanishing discriminant the block is diagonalizable if and only if both couplings
vanish and the diagonal entries agree, over any field of characteristic zero. -/
theorem crossing_diagonalizable_iff [CharZero K] {a b c d : K} (hΔ : disc a b c d = 0) :
    IsDiagonalizable (jacobian a b c d) ↔ b = 0 ∧ c = 0 ∧ a = d := by
  constructor
  · rintro ⟨P, w, hP, h⟩
    have hw : ∀ i, 2 * w i - (a + d) = 0 := by
      intro i
      have he := isEigenvalue_of_diagonalization hP h i
      rw [isEigenvalue_iff, hΔ] at he
      exact (pow_eq_zero_iff two_ne_zero).1 he
    have hw01 : w 1 = w 0 := by linear_combination (1 / 2 : K) * (hw 1 - hw 0)
    have hd : diagonal w = w 0 • (1 : Matrix (Fin 2) (Fin 2) K) := by
      ext i j
      fin_cases i <;> fin_cases j <;> simp [hw01]
    have hu : IsUnit P := (Matrix.isUnit_iff_isUnit_det P).2 (isUnit_iff_ne_zero.2 hP)
    -- cancelling P leaves a multiple of the identity
    have hJ : jacobian a b c d = w 0 • (1 : Matrix (Fin 2) (Fin 2) K) :=
      hu.mul_right_cancel (by
        rw [h, hd, Matrix.mul_smul, Matrix.smul_mul, Matrix.mul_one, Matrix.one_mul])
    have h00 : a = w 0 := by simpa [jacobian] using congrFun (congrFun hJ 0) 0
    have h01 : b = 0 := by simpa [jacobian] using congrFun (congrFun hJ 0) 1
    have h10 : c = 0 := by simpa [jacobian] using congrFun (congrFun hJ 1) 0
    have h11 : d = w 0 := by simpa [jacobian] using congrFun (congrFun hJ 1) 1
    exact ⟨h01, h10, h00.trans h11.symm⟩
  · rintro ⟨hb, hc, had⟩
    refine ⟨1, fun _ => d, by simp, ?_⟩
    rw [Matrix.mul_one, Matrix.one_mul]
    ext i j
    fin_cases i <;> fin_cases j <;> simp [jacobian, hb, hc, had]
```

**Q:** Could complex eigenvectors rescue a defective real block?

**A:** No. At $\Delta=0$ the crossing theorem holds over any field of characteristic zero, so you can apply it with `K` equal to `ℂ` and the same real entries. A real block with $\Delta<0$ is a different case: it has no real eigenvectors, but its two distinct complex energies give it a full set of complex ones.

For positive discriminant, the following lemma packages two independent eigenvectors as the columns $(p,r)$ and $(q,t)$ of $P$, with eigenvalues $x$ and $y$. The one after it inserts the vectors built from $s$, with the same three cases for $b$ and $c$.

```lean
/-- Two linearly independent eigenvectors `(p, r)` and `(q, t)` diagonalize the block. -/
theorem diagonalizable_of_eigenvectors {a b c d p q r t x y : K} (hdet : p * t - q * r ≠ 0)
    (h1 : a * p + b * r = p * x) (h2 : c * p + d * r = r * x)
    (h3 : a * q + b * t = q * y) (h4 : c * q + d * t = t * y) :
    IsDiagonalizable (jacobian a b c d) := by
  refine ⟨!![p, q; r, t], ![x, y], by rwa [Matrix.det_fin_two_of], ?_⟩
  ext i j
  rw [Matrix.mul_diagonal, Matrix.mul_apply, Fin.sum_univ_two]
  fin_cases i <;> fin_cases j
  · exact h1
  · exact h3
  · exact h2
  · exact h4

/-- A real block with positive discriminant is diagonalizable over the reals. -/
theorem diagonalizable_of_disc_pos {a b c d : ℝ} (h : 0 < disc a b c d) :
    IsDiagonalizable (jacobian a b c d) := by
  obtain ⟨s, hs0, hs⟩ : ∃ s : ℝ, 0 < s ∧ s ^ 2 = disc a b c d :=
    ⟨√(disc a b c d), Real.sqrt_pos.2 h, Real.sq_sqrt h.le⟩
  unfold disc at hs
  by_cases hb : b = 0
  · by_cases hc : c = 0
    · exact diagonalizable_of_eigenvectors (p := 1) (q := 0) (r := 0) (t := 1)
        (x := a) (y := d) (by norm_num) (by simp) (by simp [hc]) (by simp [hb]) (by simp)
    · refine diagonalizable_of_eigenvectors (p := (a - d + s) / 2) (q := (a - d - s) / 2)
        (r := c) (t := c) (x := (a + d + s) / 2) (y := (a + d - s) / 2) ?_
        (by linear_combination -hs / 4) (by ring) (by linear_combination -hs / 4) (by ring)
      intro h0
      exact mul_ne_zero hc hs0.ne' (by linear_combination h0)
  · refine diagonalizable_of_eigenvectors (p := b) (q := b) (r := (d - a + s) / 2)
      (t := (d - a - s) / 2) (x := (a + d + s) / 2) (y := (a + d - s) / 2) ?_
      (by ring) (by linear_combination -hs / 4) (by ring) (by linear_combination -hs / 4)
    intro h0
    exact mul_ne_zero hb hs0.ne' (by linear_combination -h0)
```

**Q:** So what is the complete verdict for a real block?

**A:** It is diagonalizable over the reals exactly when $\Delta>0$, or when $b=c=0$ and $a=d$. The proof takes $w_0$ from a given diagonalization and notes that $\Delta=(2w_0-a-d)^2\ge0$. It then separates the positive case from the zero case, where the crossing theorem applies.

```lean
/-- A real Jacobian block is diagonalizable over the reals exactly when its discriminant is
positive, or its couplings vanish and its diagonal entries agree. -/
theorem real_diagonalizable_iff (a b c d : ℝ) :
    IsDiagonalizable (jacobian a b c d) ↔
      0 < disc a b c d ∨ (b = 0 ∧ c = 0 ∧ a = d) := by
  constructor
  · intro hD
    obtain ⟨P, w, hP, h⟩ := hD
    have he := isEigenvalue_of_diagonalization hP h 0
    rw [isEigenvalue_iff] at he
    have hnn : 0 ≤ disc a b c d := by
      rw [← he]
      positivity
    rcases hnn.lt_or_eq with hlt | heq
    · exact Or.inl hlt
    · exact Or.inr ((crossing_diagonalizable_iff heq.symm).1 ⟨P, w, hP, h⟩)
  · rintro (h | ⟨hb, hc, had⟩)
    · exact diagonalizable_of_disc_pos h
    · exact (crossing_diagonalizable_iff (by simp [disc, hb, had])).2 ⟨hb, hc, had⟩
```

**Q:** People say that crossings in truncated coupled-cluster theory are generically defective. Is "generically" proved?

**A:** Not as a statement about probability or about molecules. What is proved is that at $\Delta=0$ the only diagonalizable blocks are multiples of the identity. In the space of $(a-d,b,c)$, the condition $\Delta=0$ describes a double cone, and only its apex escapes being defective. There is also a concrete perturbation: start from two uncoupled states of equal energy and add any nonzero coupling $\varepsilon$ in one direction only. Then $\Delta=0+4\varepsilon\cdot0=0$, but $b=\varepsilon\neq0$, so diagonalizability is lost.

```lean
/-- Any nonzero one-sided coupling `ε` between two states of equal diagonal energy keeps the
discriminant zero and makes the block non-diagonalizable. -/
theorem one_sided_coupling_defective [CharZero K] (a : K) {ε : K} (hε : ε ≠ 0) :
    disc a ε 0 a = 0 ∧ ¬ IsDiagonalizable (jacobian a ε 0 a) := by
  have h0 : disc a ε 0 a = 0 := by simp [disc]
  exact ⟨h0, fun h => hε ((crossing_diagonalizable_iff h0).1 h).1⟩
```

**Q:** Does the Hermitian case come out right?

**A:** For a real symmetric block, $\Delta=(a-d)^2+4b^2$. This is positive unless $a=d$ and $b=0$, and then the block is a multiple of the identity. Either way it is diagonalizable, and the proof is that case distinction.

```lean
/-- A real symmetric two-state block is always diagonalizable over the reals. -/
theorem symmetric_diagonalizable (a b d : ℝ) : IsDiagonalizable (jacobian a b b d) := by
  rw [real_diagonalizable_iff]
  by_cases hb : b = 0
  · by_cases had : a = d
    · exact Or.inr ⟨hb, hb, had⟩
    · have h1 : a - d ≠ 0 := sub_ne_zero.2 had
      have h2 : 0 < (a - d) ^ 2 := by positivity
      left
      unfold disc
      nlinarith [sq_nonneg b]
  · have h1 : b ≠ 0 := hb
    have h2 : 0 < b ^ 2 := by positivity
    left
    unfold disc
    nlinarith [sq_nonneg (a - d)]

end CoupledClusterCrossing
```

```lean
#print axioms CoupledClusterCrossing.real_spectrum_iff
#print axioms CoupledClusterCrossing.double_root_iff
#print axioms CoupledClusterCrossing.one_sided_coupling_defective
#print axioms CoupledClusterCrossing.symmetric_diagonalizable
```

```
'CoupledClusterCrossing.real_spectrum_iff' depends on axioms: [propext, Classical.choice, Quot.sound]
'CoupledClusterCrossing.double_root_iff' depends on axioms: [propext, Classical.choice, Quot.sound]
'CoupledClusterCrossing.one_sided_coupling_defective' depends on axioms: [propext, Classical.choice, Quot.sound]
'CoupledClusterCrossing.symmetric_diagonalizable' depends on axioms: [propext, Classical.choice, Quot.sound]
```

**Q:** My Jacobian has thousands of rows. What may I carry over?

**A:** For equation-of-motion coupled-cluster surfaces, the result classifies a crossing only where the two states are described by a separate real $2\times2$ block. The four entries are given numbers here: the theorems neither derive them from a cluster operator nor treat the reduction of a large Jacobian to two states. Asymmetric couplings also don't suffice for a defect. Without truncation, the transformed Hamiltonian is similar to a Hermitian one and remains diagonalizable, however asymmetric it looks.
